# Spin-1 Rotations Are Quadratic in n·J, and Time Reversal Flips the Mean Spin

If complex conjugation alone is taken as time reversal for a spin 1 in the standard basis, only Jy changes sign, and a moment along x or z is left unreversed. Following the conjugation with the rotation exp(-iπ Jy) repairs this, and that rotation can be written exactly because every spin-1 rotation about a unit axis is a quadratic polynomial in the spin component along the axis.

```lean
import Mathlib

open Complex Matrix

namespace SpinOneTimeReversal

noncomputable section

/-- The number 1/√2, as a complex number. -/
def invSqrtTwo : ℂ := (((Real.sqrt 2)⁻¹ : ℝ) : ℂ)

/-- The spin-1 matrix of the x component, in units of ħ. -/
def Jx : Matrix (Fin 3) (Fin 3) ℂ :=
  !![0, invSqrtTwo, 0; invSqrtTwo, 0, invSqrtTwo; 0, invSqrtTwo, 0]

/-- The spin-1 matrix of the y component, in units of ħ. -/
def Jy : Matrix (Fin 3) (Fin 3) ℂ :=
  !![0, -(I * invSqrtTwo), 0; I * invSqrtTwo, 0, -(I * invSqrtTwo); 0, I * invSqrtTwo, 0]

/-- The spin-1 matrix of the z component, in units of ħ. -/
def Jz : Matrix (Fin 3) (Fin 3) ℂ := !![1, 0, 0; 0, 0, 0; 0, 0, -1]

/-- The spin component n·J along the real vector n = (x, y, z). -/
def spinAlong (x y z : ℝ) : Matrix (Fin 3) (Fin 3) ℂ :=
  (x : ℂ) • Jx + (y : ℂ) • Jy + (z : ℂ) • Jz

/-- The rotation by π about the y axis, exp(-iπ Jy). -/
def piRotation : Matrix (Fin 3) (Fin 3) ℂ :=
  NormedSpace.exp ((-(I * (Real.pi : ℂ))) • Jy)

/-- Time reversal of a spin-1 state: complex conjugation followed by exp(-iπ Jy). -/
def timeReversal (ψ : Fin 3 → ℂ) : Fin 3 → ℂ := piRotation *ᵥ star ψ

/-- The expectation value ⟨ψ|n·J|ψ⟩ for n = (x, y, z). -/
def spinMean (x y z : ℝ) (ψ : Fin 3 → ℂ) : ℂ := star ψ ⬝ᵥ (spinAlong x y z *ᵥ ψ)

/-- The square of 1/√2 is 1/2. -/
theorem invSqrtTwo_mul_self : invSqrtTwo * invSqrtTwo = 1 / 2 := by
  have h : (Real.sqrt 2)⁻¹ * (Real.sqrt 2)⁻¹ = (1 / 2 : ℝ) := by
    rw [← mul_inv, Real.mul_self_sqrt (by norm_num)]
    norm_num
  unfold invSqrtTwo
  rw [← Complex.ofReal_mul, h]
  norm_num

/-- The spin component n·J written out as a 3×3 matrix. -/
theorem spinAlong_eq (x y z : ℝ) : spinAlong x y z =
    !![(z : ℂ), invSqrtTwo * (x - I * y), 0;
       invSqrtTwo * (x + I * y), 0, invSqrtTwo * (x - I * y);
       0, invSqrtTwo * (x + I * y), -(z : ℂ)] := by
  ext i j
  fin_cases i <;> fin_cases j <;> simp [spinAlong, Jx, Jy, Jz] <;> ring

/-- Along a unit vector n, the spin-1 component satisfies (n·J)³ = n·J. -/
theorem spinAlong_cube (x y z : ℝ) (hn : x ^ 2 + y ^ 2 + z ^ 2 = 1) :
    spinAlong x y z * spinAlong x y z * spinAlong x y z = spinAlong x y z := by
  have hc : (x : ℂ) ^ 2 + (y : ℂ) ^ 2 + (z : ℂ) ^ 2 = 1 := by exact_mod_cast hn
  -- only the combination 2pq + w² of the matrix entries matters
  have key : ∀ p q w : ℂ, 2 * (p * q) + w * w = 1 →
      !![w, p, 0; q, 0, p; 0, q, -w] * !![w, p, 0; q, 0, p; 0, q, -w]
        * !![w, p, 0; q, 0, p; 0, q, -w] = !![w, p, 0; q, 0, p; 0, q, -w] := by
    intro p q w h
    ext i j
    fin_cases i <;> fin_cases j <;> simp [Matrix.mul_apply, Fin.sum_univ_three] <;>
      first
        | ring1
        | linear_combination w * h
        | linear_combination p * h
        | linear_combination q * h
        | linear_combination (-w) * h
  rw [spinAlong_eq]
  apply key
  linear_combination hc + 2 * ((x : ℂ) ^ 2 - I ^ 2 * (y : ℂ) ^ 2) * invSqrtTwo_mul_self
    - (y : ℂ) ^ 2 * Complex.I_sq

/-- If A³ = A, then exp(-izA) = 1 - i sin(z) A + (cos(z) - 1) A² for every complex z. -/
theorem exp_of_cube_eq_self {n : Type*} [Fintype n] [DecidableEq n]
    (A : Matrix n n ℂ) (hA : A * A * A = A) (z : ℂ) :
    NormedSpace.exp ((-(I * z)) • A) =
      1 - (I * Complex.sin z) • A + (Complex.cos z - 1) • (A * A) := by
  have key : ∀ u : ℂ,
      (I • A) * (1 - (I * Complex.sin u) • A + (Complex.cos u - 1) • (A * A))
        + (0 - (I * Complex.cos u) • A + (-Complex.sin u) • (A * A)) = 0 := by
    intro u
    have hI : (I * I) • (A * A) = (-1 : ℂ) • (A * A) := by rw [Complex.I_mul_I]
    simp only [mul_add, mul_sub, mul_one, smul_mul_assoc, mul_smul_comm, ← mul_assoc, hA]
    linear_combination (norm := module) (-Complex.sin u) • hI
  have fin : ∀ E B F F' : Matrix n n ℂ, B * F + F' = 0 → E * B * F + E * F' = 0 := by
    intro E B F F' h
    rw [mul_assoc, ← mul_add, h, mul_zero]
  -- exp(iuA) times the proposed polynomial does not depend on u
  have hconst : NormedSpace.exp (z • (I • A)) *
        (1 - (I * Complex.sin z) • A + (Complex.cos z - 1) • (A * A)) =
      NormedSpace.exp ((0 : ℂ) • (I • A)) *
        (1 - (I * Complex.sin 0) • A + (Complex.cos 0 - 1) • (A * A)) := by
    let : NormedRing (Matrix n n ℂ) := Matrix.linftyOpNormedRing
    let : NormedAlgebra ℂ (Matrix n n ℂ) := Matrix.linftyOpNormedAlgebra
    have : CompleteSpace (Matrix n n ℂ) := FiniteDimensional.complete ℂ _
    have hG : ∀ u : ℂ, HasDerivAt (fun v : ℂ => NormedSpace.exp (v • (I • A)) *
        (1 - (I * Complex.sin v) • A + (Complex.cos v - 1) • (A * A))) 0 u := by
      intro u
      have hE := hasDerivAt_exp_smul_const (I • A) u
      have h1 := ((Complex.hasDerivAt_sin u).const_mul I).smul_const A
      have h2 := ((Complex.hasDerivAt_cos u).sub_const 1).smul_const (A * A)
      have hF := ((hasDerivAt_const u (1 : Matrix n n ℂ)).sub h1).add h2
      exact (hE.mul hF).congr_deriv (fin _ _ _ _ (key u))
    exact is_const_of_deriv_eq_zero (fun u => (hG u).differentiableAt)
      (fun u => (hG u).deriv) z 0
  have hone : NormedSpace.exp (z • (I • A)) *
      (1 - (I * Complex.sin z) • A + (Complex.cos z - 1) • (A * A)) = 1 := by
    rw [hconst]
    simp
  have harg : (-(I * z)) • A = -(z • (I • A)) := by module
  rw [harg, Matrix.exp_neg]
  exact Matrix.inv_eq_right_inv hone

/-- The spin-1 rotation by the angle t about a unit axis n is
1 - i sin(t) n·J + (cos(t) - 1) (n·J)². -/
theorem exp_spinAlong (x y z : ℝ) (hn : x ^ 2 + y ^ 2 + z ^ 2 = 1) (t : ℝ) :
    NormedSpace.exp ((-(I * (t : ℂ))) • spinAlong x y z) =
      1 - (I * Complex.sin t) • spinAlong x y z
        + (Complex.cos t - 1) • (spinAlong x y z * spinAlong x y z) :=
  exp_of_cube_eq_self _ (spinAlong_cube x y z hn) t

/-- The spin-1 rotation about the y axis:
exp(-it Jy) = 1 - i sin(t) Jy + (cos(t) - 1) Jy². -/
theorem exp_Jy (t : ℝ) : NormedSpace.exp ((-(I * (t : ℂ))) • Jy) =
    1 - (I * Complex.sin t) • Jy + (Complex.cos t - 1) • (Jy * Jy) := by
  have h : spinAlong 0 1 0 = Jy := by simp [spinAlong]
  have h' := exp_spinAlong 0 1 0 (by norm_num) t
  rwa [h] at h'

/-- The rotation exp(-iπ Jy) written out as a 3×3 matrix. -/
theorem piRotation_eq : piRotation = !![0, 0, 1; 0, -1, 0; 1, 0, 0] := by
  have hs := invSqrtTwo_mul_self
  have hI := Complex.I_sq
  have hsq : Jy * Jy = !![1 / 2, 0, -(1 / 2); 0, 1, 0; -(1 / 2), 0, 1 / 2] := by
    ext i j
    fin_cases i <;> fin_cases j <;> simp [Jy, Matrix.mul_apply, Fin.sum_univ_three] <;>
      first
        | linear_combination hs - invSqrtTwo * invSqrtTwo * hI
        | linear_combination invSqrtTwo * invSqrtTwo * hI - hs
        | linear_combination 2 * hs - 2 * invSqrtTwo * invSqrtTwo * hI
  -- at t = π the sine term drops out and 1 - 2 Jy² remains
  rw [piRotation, exp_Jy, Complex.sin_pi, Complex.cos_pi, hsq]
  ext i j
  fin_cases i <;> fin_cases j <;> simp <;> norm_num

/-- The matrix U = exp(-iπ Jy) is real and symmetric, squares to one, and satisfies
U conj(n·J) = -(n·J) U for every real vector n. -/
theorem piRotation_timeReversal :
    piRotation.map (starRingEnd ℂ) = piRotation ∧ piRotationᵀ = piRotation ∧
    piRotation * piRotation = 1 ∧
    ∀ x y z : ℝ, piRotation * (spinAlong x y z).map (starRingEnd ℂ) =
      -(spinAlong x y z * piRotation) := by
  have hs : starRingEnd ℂ invSqrtTwo = invSqrtTwo := Complex.conj_ofReal _
  rw [piRotation_eq]
  refine ⟨?_, ?_, ?_, ?_⟩
  · ext i j
    fin_cases i <;> fin_cases j <;> simp
  · ext i j
    fin_cases i <;> fin_cases j <;> simp
  · ext i j
    fin_cases i <;> fin_cases j <;> simp [Matrix.mul_apply, Fin.sum_univ_three]
  · intro x y z
    rw [spinAlong_eq]
    ext i j
    fin_cases i <;> fin_cases j <;>
      simp [Matrix.mul_apply, Fin.sum_univ_three, hs, -mul_eq_mul_left_iff] <;> ring

/-- Time reversal changes the sign of the spin expectation value along every axis. -/
theorem spinMean_timeReversal (x y z : ℝ) (ψ : Fin 3 → ℂ) :
    spinMean x y z (timeReversal ψ) = -spinMean x y z ψ := by
  have hT : timeReversal ψ = ![star (ψ 2), -star (ψ 1), star (ψ 0)] := by
    ext i
    fin_cases i <;>
      simp [timeReversal, piRotation_eq, Matrix.mulVec, dotProduct, Fin.sum_univ_three]
  unfold spinMean
  rw [hT, spinAlong_eq]
  simp [Matrix.mulVec, dotProduct, Fin.sum_univ_three]
  ring

/-- A spin-1 state that is invariant under time reversal has zero mean spin along every axis. -/
theorem spinMean_eq_zero_of_invariant (ψ : Fin 3 → ℂ) (hψ : timeReversal ψ = ψ)
    (x y z : ℝ) : spinMean x y z ψ = 0 := by
  have h := spinMean_timeReversal x y z ψ
  rw [hψ] at h
  linear_combination h / 2

end

end SpinOneTimeReversal
```

```lean
#print axioms SpinOneTimeReversal.piRotation_timeReversal
-- 'SpinOneTimeReversal.piRotation_timeReversal' depends on axioms: [propext, Classical.choice, Quot.sound]
#print axioms SpinOneTimeReversal.spinMean_timeReversal
-- 'SpinOneTimeReversal.spinMean_timeReversal' depends on axioms: [propext, Classical.choice, Quot.sound]
#print axioms SpinOneTimeReversal.spinMean_eq_zero_of_invariant
-- 'SpinOneTimeReversal.spinMean_eq_zero_of_invariant' depends on axioms: [propext, Classical.choice, Quot.sound]
```

## The rotation formula and the matrix U

Let J = (Jx, Jy, Jz) be the spin-1 matrices in units of ħ, let n = (x, y, z) be a real vector, and write n·J = x Jx + y Jy + z Jz. The theorem `exp_spinAlong` says that for a unit vector n and a real angle t

    exp(-i t n·J) = 1 - i sin(t) n·J + (cos(t) - 1) (n·J)².

The unit length enters as the hypothesis `x ^ 2 + y ^ 2 + z ^ 2 = 1`. The case n = (0, 1, 0) is `exp_Jy`. Both follow from `exp_of_cube_eq_self`, which holds for a complex square matrix A of any finite size with A³ = A and for a complex parameter in place of t. It doesn't require A to be Hermitian.

Write U for the rotation by π about y, called `piRotation` in the code. The theorem `piRotation_eq` gives its entries:

    U = [ 0   0   1 ]
        [ 0  -1   0 ]
        [ 1   0   0 ]

The four parts of `piRotation_timeReversal` state that U is real, that it is symmetric, that U² = 1, and that

    U conj(n·J) = -(n·J) U

for every real n, of any length. Taking n along the three coordinate axes gives the relation for Jx, Jy and Jz separately. Here conj is entrywise complex conjugation, written `.map (starRingEnd ℂ)`, and not the Hermitian adjoint.

The last two theorems concern states. Time reversal acts as Θψ = U conj(ψ), and `spinMean_timeReversal` says that ⟨ψ|n·J|ψ⟩ changes sign when ψ is replaced by Θψ. Consequently, by `spinMean_eq_zero_of_invariant`, a state with Θψ = ψ has ⟨ψ|n·J|ψ⟩ = 0 for every real n.

## States, conventions and magnetic moments

A state is a function `Fin 3 → ℂ`. Its components ψ 0, ψ 1 and ψ 2 are the amplitudes for Jz = +1, 0 and -1, as the diagonal of `Jz` shows. The relative phases of the basis vectors are fixed by making the nonzero entries of `Jx` positive; `Jy` is then purely imaginary. The explicit form of U belongs to this basis; another choice of phases would generally change it.

The exponential `NormedSpace.exp` is the matrix exponential itself, so the rotation isn't defined by the formula to be proved. In `spinMean`, `star ψ` conjugates the components, and the product `⬝ᵥ` adds no further conjugation. The vector ψ isn't required to be normalised. For a nonzero ψ the physical expectation value is

    ⟨ψ|n·J|ψ⟩ / ⟨ψ|ψ⟩.

Θ only exchanges, conjugates and changes the signs of components, so it preserves ⟨ψ|ψ⟩, and the normalised value changes sign as well.

The condition Θψ = ψ is an exact equality of vectors. It means that ψ 0 is the complex conjugate of ψ 2 and that ψ 1 is purely imaginary. The normalised vector (1, 0, 1)/√2 is an example. The vector (0, 1, 0) is sent to its negative, but multiplying it by i gives an invariant vector for the same physical state.

For one isolated spin 1 whose magnetic moment is proportional to J, a vanishing mean spin means that a Zeeman term linear in J has zero expectation value in that state. If the state is a nondegenerate energy level, its energy then has no first-order shift in the field. The Lean code contains no Hamiltonian and no magnetic field, and it treats neither orbital motion nor coupled spins.

## The cube of a unit spin component

Set s = 1/√2, p = s(x - iy) and q = s(x + iy). Adding the three spin matrices gives

    n·J = [ z   p   0 ]
          [ q   0   p ]
          [ 0   q  -z ]

and squaring it gives

    (n·J)² = [ z² + pq    zp      p²      ]
             [ zq         2pq    -zp      ]
             [ q²        -zq      z² + pq ]

Multiply once more by n·J. The upper left entry becomes (z² + pq)z + zpq = z(z² + 2pq), and the entry to its right becomes (z² + pq)p + p²q = p(z² + 2pq). The upper right entry is zp² - p²z = 0. The middle row is q(z² + 2pq), then zpq - zpq = 0, then p(z² + 2pq). The bottom row is zq² - zq² = 0, then q(z² + 2pq), then -z(z² + 2pq). Altogether,

    (n·J)³ = (z² + 2pq) n·J.

Since s² = 1/2, we have 2pq = x² + y², and the factor is x² + y² + z² = 1 for a unit vector. This is the algebraic form of the fact that the possible values of a spin-1 component are 1, 0 and -1, each of which equals its own cube.

In Lean, `spinAlong_eq` supplies the explicit matrix and `invSqrtTwo_mul_self` supplies s² = 1/2. The proof of `spinAlong_cube` first treats general entries p, q and w with 2pq + w² = 1, where w takes the place of z. It checks the nine entries one by one, and `linear_combination` multiplies the condition by w, p, q or -w as the entry needs. The last step verifies the condition for the actual entries from the unit length, s² = 1/2 and i² = -1.

## The exponential from a constant product

Let A be a matrix with A³ = A, and define

    F(u) = 1 - i sin(u) A + (cos(u) - 1) A².

Its derivative is

    F′(u) = -i cos(u) A - sin(u) A².

Multiplying F(u) by iA and using A³ = A gives

    iA F(u) = iA + sin(u) A² + i(cos(u) - 1) A
            = i cos(u) A + sin(u) A².

Hence iA F(u) + F′(u) = 0. The product G(u) = exp(iuA) F(u) therefore has derivative

    G′(u) = exp(iuA) (iA F(u) + F′(u)) = 0,

so G is constant. At u = 0 both factors are the identity, which gives exp(izA) F(z) = 1 for every z. Thus F(z) is the inverse of exp(izA), namely exp(-izA).

The proof of `exp_of_cube_eq_self` follows the same argument. Its `key` is the identity iA F + F′ = 0, and `fin` places the exponential in front of it. In `hconst`, the product rule gives G a zero derivative at every complex u, and `is_const_of_deriv_eq_zero` concludes that G(z) = G(0). A matrix norm is introduced there for the calculus alone; the final formula doesn't mention it. Then `hone` evaluates the constant as 1, and `Matrix.inv_eq_right_inv` identifies F(z) with the inverse exponential. Putting A = n·J gives `exp_spinAlong`.

## Rotation by π

At t = π the sine vanishes and the cosine is -1, so U = 1 - 2Jy². The square of Jy is

    Jy² = [  1/2   0  -1/2 ]
          [  0     1   0   ]
          [ -1/2   0   1/2 ]

and subtracting twice this from the identity gives the matrix U displayed above. It is visibly real and symmetric. Acting with it exchanges the outer components and reverses the sign of the middle one, so acting twice restores every vector and U² = 1.

For the relation with the spin matrices, note that conj(p) = q because x and y are real. Multiplication by U from the left exchanges the outer rows and negates the middle row; multiplication from the right does the same to columns. This gives

    U conj(n·J) = [  0   p  -z ]
                  [ -p   0  -q ]
                  [  z   q   0 ]

    (n·J) U     = [  0  -p   z ]
                  [  p   0   q ]
                  [ -z  -q   0 ]

and each matrix is the negative of the other.

In `piRotation_eq`, the intermediate result `hsq` is the square of Jy, and the rewriting step inserts the values of sine and cosine at π. The theorem `piRotation_timeReversal` then checks its four parts entry by entry with `fin_cases`. In the last part, `hs` records that s is real.

## The sign change of the mean spin

Write M = n·J, which is Hermitian for real n. Since U is real and symmetric, the mean of M in the reversed state is

    ⟨Θψ|M|Θψ⟩ = ψᵀ U M U conj(ψ).

Multiplying U conj(M) = -M U from the left by U and using U² = 1 gives U M U = -conj(M). Therefore

    ⟨Θψ|M|Θψ⟩ = -ψᵀ conj(M) conj(ψ)
               = -conj(⟨ψ|M|ψ⟩)
               = -⟨ψ|M|ψ⟩,

where the last equality holds because the mean of a Hermitian matrix is real.

The Lean proof of `spinMean_timeReversal` reaches the same conclusion by components. Its `hT` writes Θψ as (conj(ψ 2), -conj(ψ 1), conj(ψ 0)). Substituting this into the quadratic form exchanges the two diagonal contributions, which carry opposite signs, and reverses the sign of the terms containing ψ 1. After the sums are expanded, `ring` confirms the equality.

If Θψ = ψ, the mean m = ⟨ψ|M|ψ⟩ satisfies m = -m, so 2m = 0 and m = 0. The final theorem does this by rewriting with the invariance hypothesis `hψ` and halving the resulting equation.
